# With extreme eigenvalues $0<\mu\le L$ of a Hermitian response matrix, linear mixing with one fixed parameter has best rate $(L-\mu)/(L+\mu)$

Suppose a nearly ferromagnetic metal has just two magnetisation patterns that matter close to self-consistency. The residual responds to an error in the first with strength $1$ and to an error in the second, soft one with strength $0.1$. If I add the full residual to the density at each step, the first error vanishes at once, but the soft one is only multiplied by $0.9$. Doubling the mixing parameter brings the soft multiplier down to $0.8$, and then the first error flips sign forever without shrinking. Kerker preconditioning, which helped so much with charge sloshing, makes the soft spin mode slower still. Is there a best mixing parameter here, how good is it, and why does the Kerker factor not help the spin?

## One parameter has to serve both the softest and the stiffest mode

There is exactly one best parameter. In your example it is $\alpha=2/1.1\approx1.82$, where the two multipliers are $+0.818$ and $-0.818$. Changing $\alpha$ to reduce the modulus of either one raises the modulus of the other.

In general, let $x$ be the current density, $y$ the self-consistent one, and $Ay=b$ the linearised self-consistency equation, with $A$ a Hermitian matrix. Linear mixing replaces $x$ by $x+\alpha(b-Ax)$, with $\alpha$ real. Subtract $y$ and use $b=Ay$:

$$x+\alpha(b-Ax)-y=(x-y)-\alpha A(x-y)=(1-\alpha A)(x-y).$$

After $m$ steps the error is therefore $(1-\alpha A)^m$ applied to the initial error. If $Av=av$, then $(1-\alpha A)v=(1-\alpha a)v$, so an error along $v$ is multiplied by $1-\alpha a$ at each step. Being Hermitian, $A$ has an orthonormal basis of eigenvectors, so every error splits into such components and the numbers $1-\alpha a$ are all the eigenvalues of $1-\alpha A$.

Let $\mu$ and $L$ be the least and greatest eigenvalues of $A$, with $0<\mu\le L$. For $\mu\le a\le L$ the number $1-\alpha a$ lies between $1-\alpha\mu$ and $1-\alpha L$, so its modulus is at most the larger of the two end moduli. The spectral radius of $1-\alpha A$, the greatest modulus among its eigenvalues, is thus

$$\rho(\alpha)=\max(|1-\alpha\mu|,\,|1-\alpha L|).$$

In particular $\rho\ge 1-\alpha\mu$ and $\rho\ge\alpha L-1$. Multiply the first inequality by $L$, the second by $\mu$, and add. The terms in $\alpha$ cancel:

$$(L+\mu)\rho\ge L-\alpha\mu L+\alpha\mu L-\mu=L-\mu.$$

So $\rho\ge r$ with $r=(L-\mu)/(L+\mu)$. If $\rho=r$, the first inequality gives $\alpha\mu\ge1-r=2\mu/(L+\mu)$ and the second gives $\alpha L\le1+r=2L/(L+\mu)$. Together they force $\alpha=2/(L+\mu)$. Conversely, at this $\alpha$ the end multipliers are $1-\alpha\mu=r$ and $1-\alpha L=-r$, so the bound is attained. When $\mu=L$, as for a single mode, $r=0$ and one step suffices.

### Near the Stoner instability

Let $s$ be the Stoner product, the exchange parameter times the density of states at the Fermi level in matching units. In the Stoner picture the softest spin eigenvalue is $1-s$, and its vanishing marks the onset of ferromagnetism. With $\mu=1-s$ and $L>0$ fixed,

$$r=\frac{L-(1-s)}{L+(1-s)}\longrightarrow\frac{L}{L}=1\qquad(s\to1^-).$$

Even the best fixed parameter then makes almost no progress per step on the softest and stiffest modes, though modes in between may shrink quickly.

### The Kerker factor and the spin

At wave number $q$ and with screening parameter $k$, the Kerker factor is $q^2/(q^2+k^2)$. It suits a charge eigenvalue $1+k^2/q^2$, which diverges at long wavelength and which the factor turns into $1$. In this model a spin eigenvalue $a>0$ has no such divergence to remove. For nonzero $q$ and $k$ the factor lies strictly between $0$ and $1$, so $a$ becomes a smaller positive number. With $q=k$, your soft eigenvalue $0.1$ becomes $0.05$, and at $\alpha=1$ its multiplier rises from $0.9$ to $0.95$. For fixed $a$, $\alpha$ and $k\ne0$,

$$1-\alpha\,\frac{q^2}{q^2+k^2}\,a\longrightarrow1\qquad(q\to0),$$

so long-wavelength errors in the magnetisation stall.

### The Lean code

```lean
import Mathlib

open Matrix Filter Topology

namespace SpinDensityMixing

noncomputable section

variable {n : Type*} [Fintype n] [DecidableEq n]

/-- One step of linear mixing for the linearised self-consistency equation `A x = b`:
the residual `b - A x`, scaled by `α`, is added to the current density. -/
def mixStep (A : Matrix n n ℂ) (b : n → ℂ) (α : ℝ) (x : n → ℂ) : n → ℂ :=
  x + (α : ℂ) • (b - A *ᵥ x)

/-- The error propagation matrix `1 - α A` of linear mixing. -/
def errorMatrix (A : Matrix n n ℂ) (α : ℝ) : Matrix n n ℂ :=
  1 - (α : ℂ) • A

/-- `ρ` is the spectral radius of `M`: the greatest modulus in its complex spectrum. -/
def IsSpectralRadius (M : Matrix n n ℂ) (ρ : ℝ) : Prop :=
  IsGreatest ((fun z : ℂ => ‖z‖) '' spectrum ℂ M) ρ

/-- The rate `(L - μ) / (L + μ)`, for `L + μ ≠ 0`. -/
def bestRate (μ L : ℝ) : ℝ := (L - μ) / (L + μ)

/-- The Kerker factor `q² / (q² + k²)`, for `q` and `k` not both zero. -/
def kerker (k q : ℝ) : ℝ := q ^ 2 / (q ^ 2 + k ^ 2)

/-- If `y` solves `A y = b`, the error after `m` mixing steps is `(1 - α A)^m` applied to
the initial error. -/
theorem error_after_steps (A : Matrix n n ℂ) (b x y : n → ℂ) (α : ℝ)
    (h : A *ᵥ y = b) (m : ℕ) :
    (mixStep A b α)^[m] x - y = (errorMatrix A α ^ m) *ᵥ (x - y) := by
  induction m with
  | zero => simp
  | succ m ih =>
    rw [Function.iterate_succ_apply', pow_succ', ← Matrix.mulVec_mulVec, ← ih]
    generalize (mixStep A b α)^[m] x = z
    rw [mixStep, errorMatrix, Matrix.sub_mulVec, Matrix.one_mulVec, Matrix.smul_mulVec,
      Matrix.mulVec_sub, h]
    module

/-- For Hermitian `A` of nonzero dimension, the spectrum of `1 - α A` consists of the real
numbers `1 - α a`, with `a` running over the eigenvalues of `A`. -/
theorem spectrum_errorMatrix [Nonempty n] {A : Matrix n n ℂ} (hA : A.IsHermitian) (α : ℝ) :
    spectrum ℂ (errorMatrix A α) =
      Set.range (fun i => ((1 - α * hA.eigenvalues i : ℝ) : ℂ)) := by
  have hs : spectrum ℂ A = (fun x : ℝ => (x : ℂ)) '' Set.range hA.eigenvalues :=
    hA.spectrum_eq_image_range
  have hne : (spectrum ℂ A).Nonempty := by
    rw [hs]
    exact (Set.range_nonempty _).image _
  -- the error matrix is a polynomial in `A`, so the spectral mapping theorem applies
  have hp : Polynomial.aeval A (1 - Polynomial.C (α : ℂ) * Polynomial.X) =
      errorMatrix A α := by
    rw [map_sub, map_one, map_mul, Polynomial.aeval_C, Polynomial.aeval_X, errorMatrix,
      Algebra.smul_def]
  rw [← hp, spectrum.map_polynomial_aeval_of_nonempty A _ hne, hs, ← Set.range_comp,
    ← Set.range_comp]
  congr 1
  funext i
  simp

/-- For Hermitian `A` with least eigenvalue `μ` and greatest eigenvalue `L`, the spectral
radius of `1 - α A` is the larger of `|1 - α μ|` and `|1 - α L|`. -/
theorem spectralRadius_errorMatrix {A : Matrix n n ℂ} (hA : A.IsHermitian) {μ L : ℝ}
    (hμ : IsLeast (Set.range hA.eigenvalues) μ)
    (hL : IsGreatest (Set.range hA.eigenvalues) L) (α : ℝ) :
    IsSpectralRadius (errorMatrix A α) (max |1 - α * μ| |1 - α * L|) := by
  obtain ⟨i, hi⟩ := hμ.1
  obtain ⟨j, hj⟩ := hL.1
  have : Nonempty n := ⟨i⟩
  unfold IsSpectralRadius
  rw [spectrum_errorMatrix hA α]
  constructor
  · -- the maximum is attained at one of the two extreme eigenvalues
    rcases max_choice |1 - α * μ| |1 - α * L| with h | h
    · rw [h, ← hi]
      exact ⟨_, ⟨i, rfl⟩, (Complex.norm_real _).trans (Real.norm_eq_abs _)⟩
    · rw [h, ← hj]
      exact ⟨_, ⟨j, rfl⟩, (Complex.norm_real _).trans (Real.norm_eq_abs _)⟩
  · rintro _ ⟨_, ⟨l, rfl⟩, rfl⟩
    have h1 : μ ≤ hA.eigenvalues l := hμ.2 ⟨l, rfl⟩
    have h2 : hA.eigenvalues l ≤ L := hL.2 ⟨l, rfl⟩
    show ‖((1 - α * hA.eigenvalues l : ℝ) : ℂ)‖ ≤ _
    rw [Complex.norm_real, Real.norm_eq_abs]
    rcases le_total 0 α with hα | hα
    · rw [max_comm]
      apply abs_le_max_abs_abs
      · nlinarith [mul_nonneg hα (sub_nonneg.2 h2)]
      · nlinarith [mul_nonneg hα (sub_nonneg.2 h1)]
    · apply abs_le_max_abs_abs
      · nlinarith [mul_nonneg (neg_nonneg.2 hα) (sub_nonneg.2 h1)]
      · nlinarith [mul_nonneg (neg_nonneg.2 hα) (sub_nonneg.2 h2)]

/-- For `0 < μ ≤ L`, no mixing parameter brings both `|1 - α μ|` and `|1 - α L|` below
`(L - μ) / (L + μ)`. -/
theorem bestRate_le {μ L : ℝ} (hμ : 0 < μ) (hL : μ ≤ L) (α : ℝ) :
    bestRate μ L ≤ max |1 - α * μ| |1 - α * L| := by
  have h1 := (le_abs_self (1 - α * μ)).trans (le_max_left _ |1 - α * L|)
  have h2 := (neg_le_abs (1 - α * L)).trans (le_max_right |1 - α * μ| _)
  rw [bestRate, div_le_iff₀ (by linarith)]
  -- weights `L` and `μ` eliminate `α`
  nlinarith [mul_le_mul_of_nonneg_left h1 (hμ.le.trans hL),
    mul_le_mul_of_nonneg_left h2 hμ.le]

/-- For `0 < μ ≤ L`, the larger of `|1 - α μ|` and `|1 - α L|` equals `(L - μ) / (L + μ)`
exactly when `α = 2 / (L + μ)`. -/
theorem max_eq_bestRate_iff {μ L : ℝ} (hμ : 0 < μ) (hL : μ ≤ L) (α : ℝ) :
    max |1 - α * μ| |1 - α * L| = bestRate μ L ↔ α = 2 / (L + μ) := by
  have hL0 : 0 < L := hμ.trans_le hL
  have hs : 0 < L + μ := by linarith
  constructor
  · intro h
    have h1 := (le_abs_self (1 - α * μ)).trans (le_max_left _ |1 - α * L|)
    have h2 := (neg_le_abs (1 - α * L)).trans (le_max_right |1 - α * μ| _)
    rw [h, bestRate, le_div_iff₀ hs] at h1 h2
    apply le_antisymm
    · rw [le_div_iff₀ hs]
      exact le_of_mul_le_mul_left (by linarith : L * (α * (L + μ)) ≤ L * 2) hL0
    · rw [div_le_iff₀ hs]
      exact le_of_mul_le_mul_left (by linarith : μ * 2 ≤ μ * (α * (L + μ))) hμ
  · rintro rfl
    have e1 : 1 - 2 / (L + μ) * μ = bestRate μ L := by
      rw [bestRate, eq_div_iff hs.ne', sub_mul, mul_right_comm, div_mul_cancel₀ _ hs.ne']
      ring
    have e2 : 1 - 2 / (L + μ) * L = -bestRate μ L := by
      rw [bestRate, ← neg_div, eq_div_iff hs.ne', sub_mul, mul_right_comm,
        div_mul_cancel₀ _ hs.ne']
      ring
    rw [e1, e2, abs_neg, max_self]
    exact abs_of_nonneg (div_nonneg (sub_nonneg.2 hL) hs.le)

/-- For Hermitian `A` with extreme eigenvalues `μ > 0` and `L`, the least spectral radius of
`1 - α A` over all real mixing parameters `α` is `(L - μ) / (L + μ)`. -/
theorem optimal_linear_mixing {A : Matrix n n ℂ} (hA : A.IsHermitian) {μ L : ℝ}
    (hμ : IsLeast (Set.range hA.eigenvalues) μ)
    (hL : IsGreatest (Set.range hA.eigenvalues) L) (hpos : 0 < μ) :
    IsLeast {ρ : ℝ | ∃ α : ℝ, IsSpectralRadius (errorMatrix A α) ρ} (bestRate μ L) := by
  have hle : μ ≤ L := hμ.2 hL.1
  constructor
  · refine ⟨2 / (L + μ), ?_⟩
    rw [← (max_eq_bestRate_iff hpos hle _).2 rfl]
    exact spectralRadius_errorMatrix hA hμ hL _
  · rintro ρ ⟨α, hρ⟩
    rw [IsGreatest.unique hρ (spectralRadius_errorMatrix hA hμ hL α)]
    exact bestRate_le hpos hle α

/-- For Hermitian `A` with extreme eigenvalues `μ > 0` and `L`, the spectral radius of
`1 - α A` equals `(L - μ) / (L + μ)` only for the mixing parameter `α = 2 / (L + μ)`, and
it does so there. -/
theorem optimal_parameter_iff {A : Matrix n n ℂ} (hA : A.IsHermitian) {μ L : ℝ}
    (hμ : IsLeast (Set.range hA.eigenvalues) μ)
    (hL : IsGreatest (Set.range hA.eigenvalues) L) (hpos : 0 < μ) (α : ℝ) :
    IsSpectralRadius (errorMatrix A α) (bestRate μ L) ↔ α = 2 / (L + μ) := by
  have hr := spectralRadius_errorMatrix hA hμ hL α
  rw [← max_eq_bestRate_iff hpos (hμ.2 hL.1) α]
  exact ⟨fun h => IsGreatest.unique hr h, fun h => h ▸ hr⟩

/-- If the least spin eigenvalue is `1 - s` and the greatest is a fixed `L > 0`, the rate
`(L - μ) / (L + μ)` with `μ = 1 - s` tends to `1` as `s` tends to `1` from below. -/
theorem stoner_slowdown {L : ℝ} (hL : 0 < L) :
    Tendsto (fun s : ℝ => bestRate (1 - s) L) (𝓝[<] 1) (𝓝 1) := by
  have hc : ContinuousAt (fun s : ℝ => (L - (1 - s)) / (L + (1 - s))) 1 :=
    ContinuousAt.div (by fun_prop) (by fun_prop) (by simpa using hL.ne')
  have ht : Tendsto (fun s : ℝ => (L - (1 - s)) / (L + (1 - s))) (𝓝 1)
      (𝓝 ((L - (1 - 1)) / (L + (1 - 1)))) := hc
  rw [show (L - (1 - 1)) / (L + (1 - 1)) = 1 by
    rw [sub_self, sub_zero, add_zero, div_self hL.ne']] at ht
  exact ht.mono_left nhdsWithin_le_nhds

/-- At nonzero `q` and `k`, the Kerker factor strictly shrinks every positive spin
eigenvalue `s` and keeps it positive. -/
theorem kerker_shrinks_spin {k q s : ℝ} (hk : k ≠ 0) (hq : q ≠ 0) (hs : 0 < s) :
    0 < kerker k q * s ∧ kerker k q * s < s := by
  have hk2 : 0 < k ^ 2 := by positivity
  have hq2 : 0 < q ^ 2 := by positivity
  have h1 : kerker k q < 1 := (div_lt_one (by positivity)).2 (by linarith)
  exact ⟨mul_pos (div_pos hq2 (by positivity)) hs, mul_lt_of_lt_one_left hs h1⟩

/-- For `k ≠ 0`, a fixed spin eigenvalue `s` and a fixed mixing parameter `α`, the
Kerker-preconditioned spin error multiplier tends to `1` as `q` tends to `0`. -/
theorem kerker_spin_stalls {k : ℝ} (hk : k ≠ 0) (α s : ℝ) :
    Tendsto (fun q : ℝ => 1 - α * (kerker k q * s)) (𝓝[≠] 0) (𝓝 1) := by
  have hc : Continuous (fun q : ℝ => kerker k q) :=
    Continuous.div (by fun_prop) (by fun_prop) (fun q => by positivity)
  have h : Continuous (fun q : ℝ => 1 - α * (kerker k q * s)) :=
    continuous_const.sub (continuous_const.mul (hc.mul continuous_const))
  have ht : Tendsto (fun q : ℝ => 1 - α * (kerker k q * s)) (𝓝 0)
      (𝓝 (1 - α * (kerker k 0 * s))) := h.tendsto 0
  rw [show 1 - α * (kerker k 0 * s) = 1 by simp [kerker]] at ht
  exact ht.mono_left nhdsWithin_le_nhds

end

end SpinDensityMixing
```

```lean
#print axioms SpinDensityMixing.optimal_linear_mixing
#print axioms SpinDensityMixing.stoner_slowdown
#print axioms SpinDensityMixing.kerker_shrinks_spin
#print axioms SpinDensityMixing.kerker_spin_stalls
```

```
'SpinDensityMixing.optimal_linear_mixing' depends on axioms: [propext, Classical.choice, Quot.sound]
'SpinDensityMixing.stoner_slowdown' depends on axioms: [propext, Classical.choice, Quot.sound]
'SpinDensityMixing.kerker_shrinks_spin' depends on axioms: [propext, Classical.choice, Quot.sound]
'SpinDensityMixing.kerker_spin_stalls' depends on axioms: [propext, Classical.choice, Quot.sound]
```

### What the theorems say

The finite type `n` labels the components of the discretised density. Vectors and matrices are complex, which includes the real symmetric case, while the mixing parameter `α` is real. `mixStep` is the update and `errorMatrix` is $1-\alpha A$. The predicate `IsSpectralRadius M ρ` says that `ρ` is the greatest modulus in the complex spectrum of `M`.

The hypotheses `hμ` and `hL` say that `μ` and `L` are the least and greatest members of the range of eigenvalues of `A`. The letter `μ` is neither a chemical potential nor a magnetic moment here. These hypotheses also rule out an empty `n`.

`optimal_linear_mixing` says that, if `μ` is positive, `bestRate μ L` is the least element of the set of spectral radii obtained by letting `α` run over all real numbers. `optimal_parameter_iff` says that this value occurs exactly at `α = 2 / (L + μ)`.

`stoner_slowdown` concerns the rate as a function of the Stoner product, with `𝓝[<] 1` for the approach from below. That the softest eigenvalue equals $1-s$ is an input from the Stoner picture and is not derived here from a band structure. The letter `s` then changes meaning: in `kerker_shrinks_spin` and `kerker_spin_stalls` it is the spin eigenvalue itself, called $a$ above. Those two theorems are about single numbers. They apply when a plane wave is an eigenmode of the response, as in a homogeneous system; in a crystal the response couples different wave vectors.

For spin-density calculations, the result bounds what plain mixing with one fixed parameter can achieve in a finite-dimensional, linearised, Hermitian model. The step left to the user is to identify the actual nonlinear residual near its solution with $b-Ax$ for a Hermitian $A$. In density-functional calculations $A$ is typically the identity minus the product of a susceptibility and an interaction kernel, and such a product need not be Hermitian even if both factors are.

### How Lean reaches them

`error_after_steps` is an induction on the number of steps. The inductive step peels off the last update, substitutes $b=Ay$, and leaves a vector identity that `module` closes.

`spectrum_errorMatrix` replaces the eigenvector argument by the spectral mapping theorem: $1-\alpha A$ is the polynomial $1-\alpha X$ evaluated at $A$, so its spectrum is the image of the spectrum of $A$ under that polynomial.

`spectralRadius_errorMatrix` then proves the formula for $\rho(\alpha)$. The maximum belongs to the set of moduli because `μ` and `L` are themselves eigenvalues. For the upper bound the proof splits on the sign of `α`, which decides the order of the two end multipliers, and `abs_le_max_abs_abs` bounds the modulus of whatever lies between them.

`bestRate_le` is the weighted sum. Its facts `h1` and `h2` are the inequalities $1-\alpha\mu\le\rho$ and $\alpha L-1\le\rho$, and `nlinarith` receives their products with `L` and `μ`. In `max_eq_bestRate_iff` the same two inequalities bound `α` from both sides, and `le_antisymm` joins the bounds. For the converse, `e1` and `e2` compute the end multipliers as $r$ and $-r$.

The two main theorems combine these lemmas. Since a set has at most one greatest element, `IsGreatest.unique` identifies any spectral radius of `errorMatrix A α` with the explicit maximum, and the scalar results finish the argument.

`stoner_slowdown` uses continuity of the quotient at $s=1$, where the denominator is $L\neq0$, and then restricts the limit to $s<1$. `kerker_shrinks_spin` shows that the factor is positive and less than $1$, then multiplies by the positive eigenvalue. `kerker_spin_stalls` uses continuity in $q$, since $q^2+k^2$ never vanishes for $k\ne0$, and evaluates the multiplier at $q=0$.

### Past the instability

The end multipliers also show what happens when the softest eigenvalue has turned negative while the stiffest is still positive, $\mu<0<L$. If $\alpha\ge0$, then $1-\alpha\mu\ge1$; if $\alpha\le0$, then $1-\alpha L\ge1$. Hence $\rho(\alpha)\ge1$ for every real $\alpha$, and no fixed parameter damps all errors around such a solution. This extension and the charge identity above are ordinary algebra with no Lean theorem behind them.
